# Exact sequential sampling from a right-canonical matrix product state

## Question

To draw a configuration from a matrix product state site by site, I need the marginal weight of the first few local states. Computed directly, that is a sum over every way of filling the remaining sites. If I use the squared norm of the partly contracted vector instead, I sample the wrong distribution for general tensors, even when the state is normalised.

The claim is that right-canonical form repairs this. Let matrices $A_k(s)$, for site $k$ and local state $s$, satisfy $\sum_s A_k(s)A_k(s)^\dagger = 1$ at every site, let $v$ be a unit row vector, and put $p(s_0\dots s_{L-1}) = \|v A_0(s_0)\cdots A_{L-1}(s_{L-1})\|^2$. Then each $p$ should be the sum of $p$ over all completions to any one fixed greater length, the total at fixed length should be 1, and for strings with $p>0$ the conditional ratios should multiply to $p$. Can this be stated and proved in Lean 4 with Mathlib?

## Answer

### Modelling choices

The local states form a finite type `σ` and the bond index runs over a finite type `n`, the same on every bond. The tensors are `A : ℕ → σ → Matrix n n ℂ`, with sites counted from 0, and `RightCanonical A` is the condition above for every natural number $k$. It is assumed; bringing a state into this gauge is not treated.

A string $l=(s_0,\dots,s_{L-1})$ is a `List σ`. Its ordered product from site $k$,
$$A_k[l] = A_k(s_0)A_{k+1}(s_1)\cdots A_{k+L-1}(s_{L-1}),$$
is `chain A k l`, equal to the identity for the empty string $\emptyset$. For a row vector $w$, `amp A k w l` is $wA_k[l]$, built by one right multiplication `ᵥ*` per site. `nrm w` is the squared norm $\|w\|^2=\sum_i|w_i|^2$, `prob A v l` is $p(l)=\|vA_0[l]\|^2$, and `condProb A v l s` is $c(s\mid l)=p(ls)/p(l)$, where juxtaposition is concatenation `++`. A completion by $m$ sites is a function `t : Fin m → σ`, turned into a string by `List.ofFn t`. The prefix $l_{<j}$ of the first $j$ states is `l.take j`.

The last bond index stays open and is summed in the norm. When the row vector of a full string has only one component $\psi(l)$ that can be non-zero, $p(l)=|\psi(l)|^2$ is the Born weight. In DMRG for quantum chemistry without spin adaptation, the sites are orbitals and the strings label determinants, so the result describes drawing determinants with these weights, for tensors of uniform finite bond dimension that are exactly right-canonical.

### Derivation by hand

1. One site. For any matrix $M$, $\|wM\|^2 = wMM^\dagger w^\dagger$. Hence
$$\sum_s \|wA_k(s)\|^2 = w\Big(\sum_s A_k(s)A_k(s)^\dagger\Big)w^\dagger = \|w\|^2 .$$

2. Many sites. For all $k$ and $w$, the sum of $\|wA_k[t]\|^2$ over strings $t$ of length $m$ is $\|w\|^2$. For $m=0$ the only term is $\|w\|^2$. For length $m+1$ write $t=st'$ with $t'$ of length $m$, and apply the case $m$ at site $k+1$ to the vector $wA_k(s)$:
$$\sum_s\sum_{t'}\|(wA_k(s))A_{k+1}[t']\|^2=\sum_s\|wA_k(s)\|^2=\|w\|^2 .$$

3. Marginals. For $l$ of length $L$, $vA_0[lt]=(vA_0[l])A_L[t]$. Step 2 with $w=vA_0[l]$ and $k=L$ gives $\sum_t p(lt)=p(l)$.

4. Total. With $l=\emptyset$, the strings of any length $N$ have total weight $p(\emptyset)=\|v\|^2=1$.

5. Prefixes. All terms in step 3 are non-negative, so $p(ll')\le p(l)$ for any string $l'$. If $p(l)>0$, then $p(l_{<j})\ge p(l)>0$ for every $j$.

6. Conditionals. Step 1 with $w=vA_0[l]$ and $k=L$ gives $\sum_s p(ls)=p(l)$. For $p(l)>0$, division gives $c(s\mid l)\ge0$ and $\sum_s c(s\mid l)=1$.

7. Product. Since $l_{<j}\,s_j=l_{<j+1}$ and no denominator vanishes by step 5,
$$\prod_{j=0}^{L-1}c(s_j\mid l_{<j})=\prod_{j=0}^{L-1}\frac{p(l_{<j+1})}{p(l_{<j})}=\frac{p(l)}{p(\emptyset)}=p(l).$$

### The file

```lean
import Mathlib

open Matrix Finset

namespace MPSSampling

noncomputable section

variable {n σ : Type*} [Fintype n] [DecidableEq n] [Fintype σ]

/-- Squared Euclidean norm of a bond vector. -/
def nrm (w : n → ℂ) : ℝ := ∑ i, Complex.normSq (w i)

/-- Right-canonical form: `∑ₛ A_k(s) A_k(s)ᴴ = 1` at every site `k`. -/
def RightCanonical (A : ℕ → σ → Matrix n n ℂ) : Prop :=
  ∀ k, ∑ s, A k s * (A k s)ᴴ = 1

/-- The row vector `v A_k(s₀) A_{k+1}(s₁) ⋯` obtained by contracting a string from site `k`. -/
def amp (A : ℕ → σ → Matrix n n ℂ) : ℕ → (n → ℂ) → List σ → (n → ℂ)
  | _, v, [] => v
  | k, v, s :: l => amp A (k + 1) (v ᵥ* A k s) l

/-- The ordered matrix product `A_k(s₀) A_{k+1}(s₁) ⋯` along a string. -/
def chain (A : ℕ → σ → Matrix n n ℂ) : ℕ → List σ → Matrix n n ℂ
  | _, [] => 1
  | k, s :: l => A k s * chain A (k + 1) l

/-- Weight of a string read from the first site: the squared norm of its row vector. -/
def prob (A : ℕ → σ → Matrix n n ℂ) (v : n → ℂ) (l : List σ) : ℝ := nrm (amp A 0 v l)

/-- Conditional ratio `p(l s) / p(l)` for the next local state `s` after the prefix `l`. -/
def condProb (A : ℕ → σ → Matrix n n ℂ) (v : n → ℂ) (l : List σ) (s : σ) : ℝ :=
  prob A v (l ++ [s]) / prob A v l

omit [Fintype σ] in
/-- The contracted row vector is `v` times the ordered product of site matrices. -/
theorem amp_eq_prod (A : ℕ → σ → Matrix n n ℂ) (l : List σ) :
    ∀ (k : ℕ) (v : n → ℂ), amp A k v l = v ᵥ* chain A k l := by
  induction l with
  | nil => intro k v; simp [amp, chain]
  | cons s l ih => intro k v; simp only [amp, chain, ih, Matrix.vecMul_vecMul]

/-- One site: if `∑ₛ B(s) B(s)ᴴ = 1`, the squared norms of `w B(s)` sum to that of `w`. -/
theorem sum_nrm_site (B : σ → Matrix n n ℂ) (hB : ∑ s, B s * (B s)ᴴ = 1) (w : n → ℂ) :
    ∑ s, nrm (w ᵥ* B s) = nrm w := by
  have hc : ∀ u : n → ℂ, ((nrm u : ℝ) : ℂ) = u ⬝ᵥ star u := by
    intro u
    simp [nrm, dotProduct, Complex.mul_conj]
  -- ‖w M‖² = w M Mᴴ w*
  have key : ∀ M : Matrix n n ℂ,
      ((nrm (w ᵥ* M) : ℝ) : ℂ) = w ⬝ᵥ ((M * Mᴴ) *ᵥ star w) := by
    intro M
    rw [hc, Matrix.star_vecMul, ← Matrix.dotProduct_mulVec, Matrix.mulVec_mulVec]
  have lin : ∀ (t : Finset σ) (C : σ → Matrix n n ℂ),
      ∑ s ∈ t, w ⬝ᵥ (C s *ᵥ star w) = w ⬝ᵥ ((∑ s ∈ t, C s) *ᵥ star w) := by
    intro t C
    classical
    induction t using Finset.induction_on with
    | empty => simp
    | insert a s ha ih =>
      rw [Finset.sum_insert ha, Finset.sum_insert ha, Matrix.add_mulVec, dotProduct_add, ih]
  apply Complex.ofReal_injective
  rw [Complex.ofReal_sum]
  simp only [key]
  rw [lin Finset.univ (fun s => B s * (B s)ᴴ), hB, Matrix.one_mulVec, hc]

/-- For right-canonical tensors the squared norms of all `m`-site continuations of `w`
sum to the squared norm of `w`. -/
theorem sum_nrm_amp {A : ℕ → σ → Matrix n n ℂ} (hA : RightCanonical A) (m : ℕ) :
    ∀ (k : ℕ) (w : n → ℂ), ∑ t : Fin m → σ, nrm (amp A k w (List.ofFn t)) = nrm w := by
  induction m with
  | zero => intro k w; simp [amp]
  | succ m ih =>
    intro k w
    -- split off the first local state, sum the rest by induction
    calc ∑ t : Fin (m + 1) → σ, nrm (amp A k w (List.ofFn t))
        = ∑ p : σ × (Fin m → σ), nrm (amp A (k + 1) (w ᵥ* A k p.1) (List.ofFn p.2)) := by
          symm
          refine Fintype.sum_equiv (Fin.consEquiv (fun _ : Fin (m + 1) => σ)) _ _ ?_
          intro p
          simp [Fin.consEquiv, List.ofFn_succ, amp]
      _ = ∑ s, nrm (w ᵥ* A k s) := by
          rw [Fintype.sum_prod_type]
          exact Finset.sum_congr rfl fun s _ => ih (k + 1) (w ᵥ* A k s)
      _ = nrm w := sum_nrm_site (A k) (hA k) w

omit [DecidableEq n] [Fintype σ] in
/-- Contracting a concatenated string is contracting the prefix and then the rest. -/
theorem amp_append (A : ℕ → σ → Matrix n n ℂ) (l l' : List σ) :
    ∀ (k : ℕ) (v : n → ℂ), amp A k v (l ++ l') = amp A (k + l.length) (amp A k v l) l' := by
  induction l with
  | nil => intro k v; simp [amp]
  | cons s l ih =>
    intro k v
    have h : k + (s :: l).length = k + 1 + l.length := by
      rw [List.length_cons]; omega
    rw [h]
    simp only [List.cons_append, amp, ih]

/-- For right-canonical tensors the weight of a prefix is the sum of the weights of its
completions by `m` more sites. -/
theorem prob_marginal {A : ℕ → σ → Matrix n n ℂ} (hA : RightCanonical A) (v : n → ℂ)
    (l : List σ) (m : ℕ) :
    ∑ t : Fin m → σ, prob A v (l ++ List.ofFn t) = prob A v l := by
  simp only [prob, amp_append]
  exact sum_nrm_amp hA m _ _

/-- For right-canonical tensors, extending a string never increases its weight. -/
theorem prob_append_le {A : ℕ → σ → Matrix n n ℂ} (hA : RightCanonical A) (v : n → ℂ)
    (l l' : List σ) : prob A v (l ++ l') ≤ prob A v l := by
  have h := Finset.single_le_sum
    (f := fun t : Fin l'.length → σ => prob A v (l ++ List.ofFn t))
    (fun t _ => Finset.sum_nonneg fun i _ => Complex.normSq_nonneg _)
    (Finset.mem_univ l'.get)
  rw [prob_marginal hA] at h
  simpa only [List.ofFn_get] using h

/-- For right-canonical tensors, after a prefix of positive weight the conditional ratios are
non-negative and sum to one. -/
theorem condProb_distribution {A : ℕ → σ → Matrix n n ℂ} (hA : RightCanonical A) (v : n → ℂ)
    (l : List σ) (hl : 0 < prob A v l) :
    (∀ s, 0 ≤ condProb A v l s) ∧ ∑ s, condProb A v l s = 1 := by
  refine ⟨fun s => div_nonneg (Finset.sum_nonneg fun i _ => Complex.normSq_nonneg _) hl.le, ?_⟩
  have h : ∑ s, prob A v (l ++ [s]) = prob A v l := by
    simp only [prob, amp_append, amp]
    exact sum_nrm_site _ (hA _) _
  simp only [condProb]
  rw [← Finset.sum_div, h, div_self hl.ne']

/-- For right-canonical tensors and unit `v`, prefix weights are sums over
completions, the weights of length-`N` strings sum to one, and along a string of positive
weight every prefix has positive weight, the ratios after each prefix are non-negative and sum
to one, and the product of the ratios taken at the string's own states is that weight. -/
theorem exact_sampling {A : ℕ → σ → Matrix n n ℂ} (hA : RightCanonical A) (v : n → ℂ)
    (hv : nrm v = 1) :
    (∀ (l : List σ) (m : ℕ), prob A v l = ∑ t : Fin m → σ, prob A v (l ++ List.ofFn t)) ∧
    (∀ N : ℕ, ∑ t : Fin N → σ, prob A v (List.ofFn t) = 1) ∧
    ∀ l : List σ, 0 < prob A v l →
      (∀ j : ℕ, 0 < prob A v (l.take j) ∧ (∀ s, 0 ≤ condProb A v (l.take j) s) ∧
        ∑ s, condProb A v (l.take j) s = 1) ∧
      ∏ j : Fin l.length, condProb A v (l.take j) (l.get j) = prob A v l := by
  have h0 : prob A v [] = 1 := hv
  refine ⟨fun l m => (prob_marginal hA v l m).symm, fun N => ?_, fun l hl => ?_⟩
  · have h := prob_marginal hA v [] N
    simpa only [List.nil_append, h0] using h
  -- every prefix carries at least the weight of the whole string
  have hpos : ∀ j, 0 < prob A v (l.take j) := fun j => by
    have h := prob_append_le hA v (l.take j) (l.drop j)
    rw [List.take_append_drop] at h
    exact hl.trans_le h
  refine ⟨fun j => ⟨hpos j, condProb_distribution hA v _ (hpos j)⟩, ?_⟩
  -- the ratios telescope
  have tele : ∀ L, ∏ j ∈ Finset.range L, prob A v (l.take (j + 1)) / prob A v (l.take j)
      = prob A v (l.take L) := by
    intro L
    induction L with
    | zero => simp [h0]
    | succ L ih =>
      have := (hpos L).ne'
      rw [Finset.prod_range_succ, ih]
      field_simp
  have hstep : ∀ j : Fin l.length, l.take j ++ [l.get j] = l.take (j + 1) := by
    intro j
    simp
  simp only [condProb, hstep]
  rw [Fin.prod_univ_eq_prod_range
    (fun j => prob A v (l.take (j + 1)) / prob A v (l.take j)), tele, List.take_length]

/-- Site tensors `A(0) = (3/5) 1`, `A(1) = (4/5) X` of bond dimension two. -/
def demoTensor : ℕ → Fin 2 → Matrix (Fin 2) (Fin 2) ℂ :=
  fun _ => ![!![3 / 5, 0; 0, 3 / 5], !![0, 4 / 5; 4 / 5, 0]]

/-- The tensors `demoTensor` are right-canonical, `(1, 0)` is a unit vector, and the
one-site string `0` has weight `9/25`. -/
theorem exact_sampling_witness :
    RightCanonical demoTensor ∧ nrm (![1, 0] : Fin 2 → ℂ) = 1 ∧
      prob demoTensor ![1, 0] [0] = 9 / 25 := by
  refine ⟨fun k => ?_, ?_, ?_⟩
  · ext i j
    fin_cases i <;> fin_cases j <;>
      simp [demoTensor, Fin.sum_univ_two, Matrix.conjTranspose_apply,
        Matrix.vecMul, dotProduct, map_ofNat] <;> norm_num
  · simp [nrm, Fin.sum_univ_two]
  · simp [prob, amp, nrm, demoTensor, Fin.sum_univ_two, Matrix.vecMul, dotProduct]
    norm_num

end

end MPSSampling
```

```lean
#print axioms MPSSampling.amp_eq_prod
#print axioms MPSSampling.exact_sampling
```

```
'MPSSampling.amp_eq_prod' depends on axioms: [propext, Classical.choice, Quot.sound]
'MPSSampling.exact_sampling' depends on axioms: [propext, Classical.choice, Quot.sound]
```

### Remarks

**The statement in words.** Under `hA` (right-canonical) and `hv : nrm v = 1`, `exact_sampling` has three parts. The first is step 3 for every `l` and `m`, and the second is step 4 for every `N`, including $N=0$. The third takes `l` with `0 < prob A v l`. For every `j`, the prefix `l.take j` has positive weight, and the ratios after it are non-negative and sum to one. For $j\ge L$ the prefix is `l` itself, so the next site after the whole string is included. The product over `j : Fin l.length` with $s_j$ = `l.get j` equals `prob A v l`; for the empty string both sides are 1. Positivity is assumed because Lean's division returns 0 for a zero denominator, so after a prefix of zero weight the ratios sum to 0.

These are identities and inequalities between real numbers. No random process, operation count or rounding error appears, and "exact sampling" is the informal reading, not formalised here, that drawing $s_j$ from $c(\cdot\mid l_{<j})$ in turn produces $l$ with probability equal to the product.

**The proof.** `amp_eq_prod` shows that the recursive `amp` is $v$ times `chain`. `sum_nrm_site` is step 1, carried out in $\mathbb{C}$: `hc` writes $\|u\|^2$ as `u ⬝ᵥ star u`, `key` is $\|wM\|^2=wMM^\dagger w^\dagger$, and `lin` moves the sum over $s$ inside. In `sum_nrm_amp` (step 2), `Fin.consEquiv` is the splitting $t=st'$, and the induction keeps `k` and `w` general because both change. `amp_append` and `prob_marginal` make up step 3, which holds for any $v$. `prob_append_le` picks one term by `Finset.single_le_sum`, and `condProb_distribution` is step 6. In the main proof `hpos` finishes step 5, `hstep` is $l_{<j}s_j=l_{<j+1}$, and `tele` cancels the ratios by induction on the number of factors.

**A numerical instance.** `demoTensor` has $A(0)=\tfrac35\,1$ and $A(1)=\tfrac45X$ at every site, with $X$ the $2\times2$ swap matrix, so the canonical sum is $(\tfrac9{25}+\tfrac{16}{25})\,1$. `exact_sampling_witness` proves that these tensors are right-canonical, that $v=(1,0)$ is a unit vector and that $p(0)=9/25$; the further numbers and the padding argument below are worked on paper only. From $vA(1)=(0,\tfrac45)$ follows $p(1)=16/25$. The two-site vectors for $00,01,10,11$ are $(\tfrac9{25},0)$, $(0,\tfrac{12}{25})$, $(0,\tfrac{12}{25})$, $(\tfrac{16}{25},0)$, with weights $81,144,144,256$ over $625$. They sum to 1, and $p(00)+p(01)=225/625=p(0)$. For the string $01$ the ratios give $\tfrac9{25}\cdot\tfrac{16}{25}=\tfrac{144}{625}$. Here the conditionals do not depend on the prefix, because both matrices are multiples of unitaries.

**Without right-canonical form.** Take two sites, $v=(1,0)$, $A_0(0)=1/\sqrt2$ times the identity, $A_0(1)=X/\sqrt2$, $A_1(0)=\mathrm{diag}(\tfrac75,\tfrac15)$ and $A_1(1)=0$. Site 0 is canonical, while site 1 gives $\mathrm{diag}(\tfrac{49}{25},\tfrac1{25})\ne1$. The full weights are $p(00)=49/50$, $p(10)=1/50$ and $p(01)=p(11)=0$, so the state is normalised. Yet $p(0)=p(1)=1/2$, against true marginals $49/50$ and $1/50$, and $c(0\mid 0)=49/25$ exceeds 1. A sampler that rescales the ratios at each site returns $00$ and $10$ equally often. If the tensors are right-canonical but $v$ is non-zero and not a unit vector, the marginals survive, the total becomes $\|v\|^2$ and the product in step 7 becomes $p(l)/\|v\|^2$.

**Varying bond dimensions.** Padding rectangular tensors with zero rows turns the canonical sum into a projector, which violates `RightCanonical`. One would instead pad with zero columns and complete the orthonormal rows of the block matrix $[A_k(s)]_s$, its blocks set side by side, with further orthonormal rows, which the contracted vector never reaches when $v$ is padded with zeros. Since `RightCanonical` is assumed at every natural $k$, a finite chain is also extended past its last site, for instance by the identity for one local state and zero for the others; this leaves the weights of strings within the chain unchanged.
